# For finite matrices, the level discriminant of A + sB is a polynomial in the coupling s

Take a family of n × n complex matrices A + sB, such as a finite-dimensional Hamiltonian with a perturbation of strength s; neither matrix need be Hermitian, and s may be complex. The level discriminant of a matrix M is defined here as the determinant of the n × n array of spectral moments tr M^(i+j), with i and j running from 0 to n − 1. The theorem says that some complex polynomial in s equals the level discriminant of A + sB at every s. The attempt forms the same determinant for a matrix with polynomial entries, in which the indeterminate X stands in for s, and then shows that setting X to s gives back the required value.

An attempt in Lean 4 with a fault in it:

```lean
import Mathlib

open Matrix

namespace LevelDiscPolynomial

variable {n : ℕ}

/-- The level discriminant: the determinant of the matrix of spectral moments `tr M^(i+j)`,
with `i` and `j` running from `0` to `n - 1`. -/
def levelDisc {R : Type*} [CommRing R] (M : Matrix (Fin n) (Fin n) R) : R :=
  (Matrix.of fun i j : Fin n => (M ^ ((i : ℕ) + (j : ℕ))).trace).det

/-- Along a line `A + s B` of matrices the level discriminant is a polynomial in `s`. -/
theorem levelDisc_polynomial (A B : Matrix (Fin n) (Fin n) ℂ) :
    ∃ p : Polynomial ℂ, ∀ s : ℂ, p.eval s = levelDisc (A + s • B) := by
  refine ⟨levelDisc (A.map Polynomial.C + (Polynomial.X : Polynomial ℂ) • B.map Polynomial.C),
    fun s => ?_⟩
  set P := A.map Polynomial.C + (Polynomial.X : Polynomial ℂ) • B.map Polynomial.C with hP
  have hs : (Polynomial.evalRingHom s).mapMatrix P = A + s • B := by
    ext i j
    simp [hP]
  -- evaluation at `s` commutes with powers, traces and determinants
  rw [← Polynomial.coe_evalRingHom, levelDisc, RingHom.map_det, levelDisc, ← hs]
  congr 1
  ext i j
  rw [Matrix.of_apply, ← map_pow]
  simp [Matrix.trace]

end LevelDiscPolynomial
```

Lean reports:

```
Main.lean:20:66: error: unsolved goals
n : ℕ
A B : Matrix (Fin n) (Fin n) ℂ
s : ℂ
P : Matrix (Fin n) (Fin n) (Polynomial ℂ) := A.map ⇑Polynomial.C + Polynomial.X • B.map ⇑Polynomial.C
hP : P = A.map ⇑Polynomial.C + Polynomial.X • B.map ⇑Polynomial.C
i j : Fin n
⊢ B i j * s = s * B i j
Main.lean:16:69: error: unsolved goals
n : ℕ
A B : Matrix (Fin n) (Fin n) ℂ
s : ℂ
P : Matrix (Fin n) (Fin n) (Polynomial ℂ) := A.map ⇑Polynomial.C + Polynomial.X • B.map ⇑Polynomial.C
hP : P = A.map ⇑Polynomial.C + Polynomial.X • B.map ⇑Polynomial.C
hs : (Polynomial.evalRingHom s).mapMatrix P = A + s • B
i j : Fin n
⊢ Polynomial.eval s (∑ i_1, (P ^ (↑i + ↑j)) i_1 i_1) = ∑ i_1, Polynomial.eval s ((P ^ (↑i + ↑j)) i_1 i_1)
```

Diagnosis. Both messages report a true equation that `simp` left unproved.

The first comes from `hs`, which says that evaluating the polynomial matrix `P` at `s` gives `A + s • B`. Entry by entry, `simp` reduces this to `B i j * s = s * B i j`. The two sides differ only in the order of the factors, and `simp` does not close the gap. The added `ring` does, since multiplication of complex numbers is commutative.

The second comes from the last step, where the trace has been unfolded into a sum of diagonal entries. On the left the whole sum is evaluated at `s`; on the right each term is evaluated and then summed. These agree because evaluation is additive, but the `simp` call did not move `Polynomial.eval` inside the sum. The lemma `Polynomial.eval_finsetSum` says exactly that this may be done for a finite sum, and once `simp` is given it, the two sides match.

The repair, with which the file compiles:

```diff
@@ -21,4 +21,5 @@
     ext i j
     simp [hP]
+    ring
   -- evaluation at `s` commutes with powers, traces and determinants
   rw [← Polynomial.coe_evalRingHom, levelDisc, RingHom.map_det, levelDisc, ← hs]
@@ -26,5 +27,5 @@
   ext i j
   rw [Matrix.of_apply, ← map_pow]
-  simp [Matrix.trace]
+  simp [Matrix.trace, Polynomial.eval_finsetSum]
 
 end LevelDiscPolynomial
```
